# Along a Lax flow L′ = BL − LB, the trace of every power of L is constant

Some dense eigenvalue solvers, such as the Jacobi method, drive the off-diagonal elements of a real symmetric matrix towards zero by orthogonal similarity transformations. If the matrix is a one-electron Hamiltonian in an orthonormal basis, the orbital energies are then read off the diagonal. That reading relies on the transformations having left the spectrum unchanged. The Toda flow, a continuous-time relative of QR iteration, transforms the matrix through a differential equation instead of discrete steps, and for finite real matrices in exact arithmetic the conservation of the eigenvalues follows from a short calculation.

## Conserved traces and the orthogonal similarity

Let L(t) and B(t) be real n × n matrices, with L differentiable and

L′ = BL − LB

for all real t. The claim is that tr L(t)^k does not depend on t, for every k = 0, 1, 2, …. Neither L nor B needs any symmetry for this.

Every power of L obeys the same equation:

(L^k)′ = B L^k − L^k B.

For k = 0 the power is the identity matrix 1, and both sides vanish. If the equation holds for k, the product rule, with the order of the factors kept, gives

(L^(k+1))′ = (L^k)′ L + L^k L′

= (B L^k − L^k B) L + L^k (BL − LB)

= B L^(k+1) − L^(k+1) B,

because the two terms L^k B L cancel. Taking the trace and using tr(XY) = tr(YX),

(tr L^k)′ = tr(B L^k) − tr(L^k B) = 0.

A function on the real line with zero derivative everywhere is constant, which proves the claim. By Newton's identities the traces for k = 1, …, n determine the characteristic polynomial, so the eigenvalues are conserved already at this point, whether or not B is skew-symmetric. That last step is not formalised below; the Lean proof for the characteristic polynomial uses the orthogonal similarity derived next.

Now suppose in addition that B is skew-symmetric, Bᵀ = −B, and that a matrix U(t) solves

U′ = BU, U(0) = 1.

Then (Uᵀ)′ = (BU)ᵀ = −UᵀB, and therefore

(UᵀU)′ = −UᵀBU + UᵀBU = 0,

(UᵀLU)′ = −UᵀBLU + Uᵀ(BL − LB)U + UᵀLBU = 0.

Both matrices keep their values at t = 0, so UᵀU = 1 and UᵀLU = L(0). For square matrices UᵀU = 1 implies UUᵀ = 1, and hence

L(t) = U(t) L(0) U(t)ᵀ.

Similar matrices have the same characteristic polynomial, so the eigenvalues are conserved with their algebraic multiplicities.

## Matrix curves and the Lax equation in Lean

The rows and columns are labelled by a finite type `n`, which could stand for a set of basis functions or lattice sites.

```lean
import Mathlib

open Matrix

namespace TodaIsospectral

noncomputable section

variable {n : Type*} [Fintype n] [DecidableEq n]
```

The derivative of a matrix curve is defined entry by entry: `HasMatrixDerivAt A A' t` says that each real function Aᵢⱼ has derivative A′ᵢⱼ at t.

```lean
/-- The matrix curve `A` has the derivative `A'` at time `t`, entry by entry. -/
def HasMatrixDerivAt (A : ℝ → Matrix n n ℝ) (A' : Matrix n n ℝ) (t : ℝ) : Prop :=
  ∀ i j, HasDerivAt (fun s => A s i j) (A' i j) t
```

An alternative is to put a norm on the matrix space and differentiate L as a single vector-valued function. In finite dimension this gives the same derivative whichever norm is chosen, so the theorems would keep their content. The product rule could then come from the general calculus of normed algebras, at the price of selecting a norm that the statements of the theorems do not need.

`IsLaxFlow L B` is the Lax equation at all real times. It makes L differentiable and asks for no regularity of B. That such a flow exists for given initial data is assumed in the general theorems.

```lean
/-- The Lax equation `L' = B L - L B` holds at all times. -/
def IsLaxFlow (L B : ℝ → Matrix n n ℝ) : Prop :=
  ∀ t, HasMatrixDerivAt L (B t * L t - L t * B t) t
```

The Toda flow of a symmetric matrix L is one case in which B is computed from L itself. The rule needs an ordering of the rows and columns, so here they are labelled by `Fin m`, the numbers 0, …, m − 1. Its generator has entries Lᵢⱼ above the diagonal, −Lⱼᵢ below it, and zeros on it.

```lean
/-- The Toda generator: the strict upper triangle of `L` minus its transpose. -/
def todaGenerator {m : ℕ} (L : Matrix (Fin m) (Fin m) ℝ) : Matrix (Fin m) (Fin m) ℝ :=
  Matrix.of fun i j => (if i < j then L i j else 0) - (if j < i then L j i else 0)
```

## From the product rule to constant traces

Each entry of a matrix product is a finite sum of products of real functions. The product rule therefore reduces to the scalar one, applied term by term.

```lean
omit [DecidableEq n] in
/-- The product rule for matrix curves, with the order of the factors kept. -/
theorem HasMatrixDerivAt.mul {A C : ℝ → Matrix n n ℝ} {A' C' : Matrix n n ℝ} {t : ℝ}
    (hA : HasMatrixDerivAt A A' t) (hC : HasMatrixDerivAt C C' t) :
    HasMatrixDerivAt (fun s => A s * C s) (A' * C t + A t * C') t := by
  intro i j
  simp only [Matrix.mul_apply, Matrix.add_apply, ← Finset.sum_add_distrib]
  exact HasDerivAt.fun_sum fun k _ => (hA i k).fun_mul (hC k j)
```

The next lemma applies the mean-value argument to each entry: a matrix curve with zero derivative at all times takes the same value at any two times.

```lean
omit [Fintype n] [DecidableEq n] in
/-- A matrix curve whose derivative vanishes at all times is constant. -/
theorem eq_of_deriv_zero {A : ℝ → Matrix n n ℝ}
    (h : ∀ t, HasMatrixDerivAt A 0 t) (s t : ℝ) : A s = A t := by
  ext i j
  exact is_const_of_deriv_eq_zero (f := fun x => A x i j)
    (fun x => (h x i j).differentiableAt) (fun x => (h x i j).deriv) s t
```

The induction on k follows the derivation by hand. In the successor step, `hm` is the product rule applied to L^k and L, and `e` is the algebraic identity that brings the result back to commutator form. The power is replaced by a single symbol `P`, and `noncomm_ring` then verifies the identity by algebra that does not assume that the matrices commute.

```lean
/-- Every power of `L` obeys the Lax equation with the same generator `B`. -/
theorem IsLaxFlow.pow {L B : ℝ → Matrix n n ℝ} (h : IsLaxFlow L B) (k : ℕ) :
    IsLaxFlow (fun t => L t ^ k) B := by
  intro t
  induction k with
  | zero =>
    have e : B t * (1 : Matrix n n ℝ) - 1 * B t = 0 := by simp
    intro i j
    simp only [e, pow_zero, Matrix.zero_apply]
    exact hasDerivAt_const t ((1 : Matrix n n ℝ) i j)
  | succ k ih =>
    have hm := HasMatrixDerivAt.mul ih (h t)
    -- the commutator with `B` acts as a derivation on products
    have e : B t * L t ^ (k + 1) - L t ^ (k + 1) * B t =
        (B t * L t ^ k - L t ^ k * B t) * L t + L t ^ k * (B t * L t - L t * B t) := by
      rw [pow_succ]
      generalize L t ^ k = P
      noncomm_ring
    have hf : (fun s => L s ^ (k + 1)) = fun s => L s ^ k * L s :=
      funext fun s => pow_succ _ _
    change HasMatrixDerivAt (fun s => L s ^ (k + 1))
      (B t * L t ^ (k + 1) - L t ^ (k + 1) * B t) t
    rw [hf, e]
    exact hm
```

`trace_pow_conserved` is the main claim, stated for two arbitrary times `s` and `t`. Inside the proof, `hz` is the vanishing trace of the commutator, and the derivative of the trace is the sum of the derivatives of the diagonal entries.

```lean
/-- Along a Lax flow the trace of every power of `L` is the same at any two times. -/
theorem trace_pow_conserved {L B : ℝ → Matrix n n ℝ} (h : IsLaxFlow L B)
    (k : ℕ) (s t : ℝ) : trace (L s ^ k) = trace (L t ^ k) := by
  have hd : ∀ x, HasDerivAt (fun y => trace (L y ^ k)) 0 x := by
    intro x
    -- the trace of a commutator vanishes
    have hz : trace (B x * L x ^ k - L x ^ k * B x) = 0 := by
      rw [Matrix.trace_sub, Matrix.trace_mul_comm, sub_self]
    rw [← hz]
    simp only [Matrix.trace, Matrix.diag_apply]
    exact HasDerivAt.fun_sum fun i _ => h.pow k x i i
  exact is_const_of_deriv_eq_zero (f := fun y => trace (L y ^ k))
    (fun x => (hd x).differentiableAt) (fun x => (hd x).deriv) s t
```

## Skew generators preserve the characteristic polynomial

The Toda generator is skew-symmetric for any real square matrix L, symmetric or not. It thus meets the condition on B in the two theorems that follow.

```lean
/-- The Toda generator is skew-symmetric. -/
theorem todaGenerator_transpose {m : ℕ} (L : Matrix (Fin m) (Fin m) ℝ) :
    (todaGenerator L)ᵀ = -todaGenerator L := by
  ext i j
  exact (neg_sub _ _).symm
```

In `orthogonal_conjugation` the hypotheses `hB`, `hU` and `hU0` are the skewness of B, the equation U′ = BU and the initial value. Physically, U is the accumulated change of orthonormal basis, and skewness of B is what makes each infinitesimal change a rotation. The existence of U is a hypothesis here; it is not derived from the Lax equation.

The steps `h1` and `h2` are the two conserved matrices UᵀU and UᵀLU. In each, the derivative supplied by the product rule is shown to be zero after `hB` replaces Bᵀ by −B. The step `h3` turns the left inverse into a right inverse, and the final chain of equalities solves for L(t).

```lean
/-- Along a Lax flow with skew-symmetric `B`, a solution `U` of `U' = B U` with `U 0 = 1` is
orthogonal and carries `L 0` to `L t` by conjugation. -/
theorem orthogonal_conjugation {L B U : ℝ → Matrix n n ℝ} (h : IsLaxFlow L B)
    (hB : ∀ t, (B t)ᵀ = -B t) (hU : ∀ t, HasMatrixDerivAt U (B t * U t) t)
    (hU0 : U 0 = 1) (t : ℝ) :
    (U t)ᵀ * U t = 1 ∧ L t = U t * L 0 * (U t)ᵀ := by
  have hT : ∀ s, HasMatrixDerivAt (fun x => (U x)ᵀ) (B s * U s)ᵀ s :=
    fun s i j => hU s j i
  -- first conserved matrix: `Uᵀ U`
  have h1 : (U t)ᵀ * U t = 1 := by
    have hc := eq_of_deriv_zero (A := fun s => (U s)ᵀ * U s) (fun s => by
      have e : (B s * U s)ᵀ * U s + (U s)ᵀ * (B s * U s) = 0 := by
        rw [Matrix.transpose_mul, hB s]
        noncomm_ring
      rw [← e]
      exact (hT s).mul (hU s)) t 0
    simpa [hU0] using hc
  -- second conserved matrix: `Uᵀ L U`
  have h2 : (U t)ᵀ * L t * U t = L 0 := by
    have hc := eq_of_deriv_zero (A := fun s => (U s)ᵀ * L s * U s) (fun s => by
      have e : ((B s * U s)ᵀ * L s + (U s)ᵀ * (B s * L s - L s * B s)) * U s
          + (U s)ᵀ * L s * (B s * U s) = 0 := by
        rw [Matrix.transpose_mul, hB s]
        noncomm_ring
      rw [← e]
      exact ((hT s).mul (h s)).mul (hU s)) t 0
    simpa [hU0] using hc
  have h3 : U t * (U t)ᵀ = 1 := mul_eq_one_comm.mp h1
  refine ⟨h1, ?_⟩
  calc L t = (U t * (U t)ᵀ) * L t * (U t * (U t)ᵀ) := by rw [h3, one_mul, mul_one]
    _ = U t * ((U t)ᵀ * L t * U t) * (U t)ᵀ := by simp only [mul_assoc]
    _ = U t * L 0 * (U t)ᵀ := by rw [h2]
```

The characteristic polynomial of a product XY of square matrices equals that of YX. Moving U(t) from the front of U(t) L(0) U(t)ᵀ to the back produces UᵀU, which is 1, and leaves L(0).

```lean
/-- Along a Lax flow with skew-symmetric `B`, if `U' = B U` has a solution with `U 0 = 1`, then the
characteristic polynomial of `L t` is that of `L 0`. -/
theorem charpoly_conserved {L B U : ℝ → Matrix n n ℝ} (h : IsLaxFlow L B)
    (hB : ∀ t, (B t)ᵀ = -B t) (hU : ∀ t, HasMatrixDerivAt U (B t * U t) t)
    (hU0 : U 0 = 1) (t : ℝ) : (L t).charpoly = (L 0).charpoly := by
  obtain ⟨h1, h2⟩ := orthogonal_conjugation h hB hU hU0 t
  rw [h2, mul_assoc, Matrix.charpoly_mul_comm, mul_assoc, h1, mul_one]
```

These theorems concern exact solutions with real matrices. They do not address convergence to a diagonal matrix, the correspondence with discrete QR steps, or complex Hermitian Hamiltonians. A numerical integrator with finite time steps need not conserve the traces. A drift in them reveals an error in the simulated flow, but the absence of drift does not show that the computed L(t) is accurate.

## Two sites solved explicitly

A two-site example shows a flow and a rotation that satisfy all the conditions together. With a = tanh 2t and b = 1/cosh 2t, the matrix has diagonal entries a and −a and off-diagonal entries b.

```lean
/-- A two-site Toda matrix with diagonal `± tanh 2t` and off-diagonal `1 / cosh 2t`. -/
def twoSite (t : ℝ) : Matrix (Fin 2) (Fin 2) ℝ :=
  !![Real.sinh (2 * t) / Real.cosh (2 * t), 1 / Real.cosh (2 * t);
     1 / Real.cosh (2 * t), -(Real.sinh (2 * t) / Real.cosh (2 * t))]
```

The accompanying basis change is a plane rotation through the angle θ = arctan(sinh 2t)/2, counted as positive when column vectors turn clockwise.

```lean
/-- The rotation angle `arctan (sinh 2t) / 2`. -/
def angle (t : ℝ) : ℝ := Real.arctan (Real.sinh (2 * t)) / 2

/-- The plane rotation that turns column vectors clockwise through `angle t`. -/
def rotation (t : ℝ) : Matrix (Fin 2) (Fin 2) ℝ :=
  !![Real.cos (angle t), Real.sin (angle t); -Real.sin (angle t), Real.cos (angle t)]
```

The Toda generator has b in its upper right corner and −b in its lower left. Multiplying out, BL − LB has diagonal entries 2b² and −2b² and off-diagonal entries −2ab. The Lax equation therefore reduces to

a′ = 2b², b′ = −2ab,

which the hyperbolic functions satisfy. For the rotation, U′ = BU reduces to θ′ = b, and indeed

θ′ = cosh 2t / (1 + sinh² 2t) = 1/cosh 2t.

In the proof, `ha`, `hb` and `hθ` are these three derivatives, while the local identities called `e` carry out the matrix products. The remaining steps compare the four entries one at a time.

```lean
/-- The two-site matrix obeys the Lax equation with its Toda generator, and the explicit
rotation solves `U' = B U` with `U 0 = 1`. -/
theorem twoSite_witness :
    IsLaxFlow twoSite (fun t => todaGenerator (twoSite t)) ∧
    (∀ t, HasMatrixDerivAt rotation (todaGenerator (twoSite t) * rotation t) t) ∧
    rotation 0 = 1 := by
  have hlin (t : ℝ) : HasDerivAt (fun s : ℝ => 2 * s) 2 t := by
    simpa using (hasDerivAt_id' t).const_mul (2 : ℝ)
  have hne (t : ℝ) : Real.cosh (2 * t) ≠ 0 := (Real.cosh_pos _).ne'
  have hB (t : ℝ) : todaGenerator (twoSite t) =
      !![0, 1 / Real.cosh (2 * t); -(1 / Real.cosh (2 * t)), 0] := by
    ext i j
    fin_cases i <;> fin_cases j <;> simp [todaGenerator, twoSite]
  refine ⟨fun t => ?_, fun t => ?_, ?_⟩
  · have e (a b : ℝ) : !![0, b; -b, 0] * !![a, b; b, -a] - !![a, b; b, -a] * !![0, b; -b, 0]
        = !![2 * b ^ 2, -2 * a * b; -2 * a * b, -(2 * b ^ 2)] := by
      ext i j
      fin_cases i <;> fin_cases j <;> simp <;> ring
    have ha : HasDerivAt (fun s => Real.sinh (2 * s) / Real.cosh (2 * s))
        (2 * (1 / Real.cosh (2 * t)) ^ 2) t :=
      ((hlin t).sinh.fun_div (hlin t).cosh (hne t)).congr_deriv (by
        have := hne t
        field_simp
        linarith [Real.cosh_sq (2 * t)])
    have hb : HasDerivAt (fun s => 1 / Real.cosh (2 * s))
        (-2 * (Real.sinh (2 * t) / Real.cosh (2 * t)) * (1 / Real.cosh (2 * t))) t :=
      ((hasDerivAt_const t (1 : ℝ)).fun_div (hlin t).cosh (hne t)).congr_deriv (by
        have := hne t
        field_simp
        ring)
    beta_reduce
    rw [hB t, twoSite, e]
    intro i j
    fin_cases i <;> fin_cases j
    · exact ha
    · exact hb
    · exact hb
    · exact ha.fun_neg
  · have e (b c s : ℝ) : !![0, b; -b, 0] * !![c, s; -s, c]
        = !![-s * b, c * b; -(c * b), -s * b] := by
      ext i j
      fin_cases i <;> fin_cases j <;> simp [Matrix.mul_apply, Fin.sum_univ_succ] <;> ring
    have hθ : HasDerivAt angle (1 / Real.cosh (2 * t)) t :=
      ((hlin t).sinh.arctan.div_const 2).congr_deriv (by
        have := hne t
        rw [show 1 + Real.sinh (2 * t) ^ 2 = Real.cosh (2 * t) ^ 2 by
          linarith [Real.cosh_sq (2 * t)]]
        field_simp)
    rw [hB t, rotation, e]
    intro i j
    fin_cases i <;> fin_cases j
    · exact hθ.cos
    · exact hθ.sin
    · exact hθ.sin.fun_neg
    · exact hθ.cos
  · ext i j
    fin_cases i <;> fin_cases j <;> simp [rotation, angle]

end

end TodaIsospectral
```

At t = 0 this L is the Hamiltonian of one particle on two sites of equal energy, with that common energy taken as zero and the off-diagonal coupling as the unit of energy. Its eigenvalues are 1 and −1. As t → ∞, a tends to 1 and b to 0, so the same two eigenvalues appear on the diagonal in decreasing order; as t → −∞ they appear in the opposite order.

```lean
#print axioms TodaIsospectral.trace_pow_conserved
#print axioms TodaIsospectral.todaGenerator_transpose
#print axioms TodaIsospectral.charpoly_conserved
```

```
'TodaIsospectral.trace_pow_conserved' depends on axioms: [propext, Classical.choice, Quot.sound]
'TodaIsospectral.todaGenerator_transpose' depends on axioms: [propext, Classical.choice, Quot.sound]
'TodaIsospectral.charpoly_conserved' depends on axioms: [propext, Classical.choice, Quot.sound]
```
